# Noninteracting Korringa–Shiba relation: for a continuous density of states, absorption over $w$ tends to $\pi\rho(0)^2$

## Is the particle-hole slope the squared Fermi-level density?

My conventions are zero temperature, Fermi level at energy $0$, and a step occupation $f(e)=1$ for $e\le 0$, $f(e)=0$ above. For particle and hole densities of states $\rho_1,\rho_2$ and frequency $w$, I use the joint density and, for a local perturbation with unit matrix element and $\hbar=1$, the golden-rule absorption (with the prefactor $\pi$ of the imaginary part of the response, not the $2\pi$ of a transition rate)
$$J(w)=\int_0^w\rho_1(e)\rho_2(e-w)\,de,\qquad A(w)=\pi\int_{-\infty}^{\infty}\rho_1(e)\rho_2(e-w)\,[f(e-w)-f(e)]\,de .$$
For noninteracting electrons with one continuous density $\rho_1=\rho_2=\rho$, I have always argued that $\rho$ is nearly constant in a small window, so $J(w)/w\to\rho(0)^2$ and $A(w)/w\to\pi\chi^2$ as $w\to0^+$, with $\chi$ the static susceptibility to a rigid shift of the spectrum. I would like to see this made rigorous and machine-checked.

## Rescaling the window turns the slope into a continuity statement

Substituting $e=wt$ gives
$$J(w)=w\,g(w),\qquad g(w)=\int_0^1\rho_1(wt)\,\rho_2(wt-w)\,dt .$$
For continuous densities the integrand is jointly continuous in $(w,t)$ and the range of $t$ is fixed and compact, so $g$ is continuous. At $w=0$ the integrand is constant and $g(0)=\rho_1(0)\rho_2(0)$. For $w\ne0$ one has $J(w)/w=g(w)$, hence $J(w)/w\to\rho_1(0)\rho_2(0)$.

For $w\ge0$ the factor $f(e-w)-f(e)$ is $1-1=0$ for $e\le0$, $1-0=1$ for $0<e\le w$, and $0-0=0$ for $e>w$, so $A=\pi J$. Lowering the spectrum rigidly by an energy $h$ adds the charge $\int_0^h\rho(e)\,de$, whose derivative at $h=0$ defines $\chi$ and equals $\rho(0)$. Together these give $A(w)/w\to\pi\rho(0)^2=\pi\chi^2$.

A resonant level at energy $\varepsilon$ with width $\Delta>0$ (the half-width at half maximum) has $\rho(e)=(\Delta/\pi)/[(e-\varepsilon)^2+\Delta^2]$ and phase shift $\delta=\pi/2-\arctan(\varepsilon/\Delta)$. Then
$$\sin^2\delta=\cos^2\arctan\frac{\varepsilon}{\Delta}=\frac{1}{1+(\varepsilon/\Delta)^2}=\frac{\Delta^2}{\varepsilon^2+\Delta^2},$$
so $\rho(0)=\sin^2\delta/(\pi\Delta)$, and the slope is $\pi\rho(0)^2=\sin^4\delta/(\pi\Delta^2)$.

In Lean 4 with Mathlib:

```lean
import Mathlib

open Filter Topology Set Real

namespace KorringaShiba

noncomputable section

/-- Joint density of particle-hole pairs of energy `w`: a particle at energy `e` between `0`
and `w` with density `ρ₁`, and a hole at `e - w` with density `ρ₂` (Fermi level at `0`). -/
def jointDensity (ρ₁ ρ₂ : ℝ → ℝ) (w : ℝ) : ℝ := ∫ e in (0 : ℝ)..w, ρ₁ e * ρ₂ (e - w)

/-- Zero-temperature Fermi function: `1` at and below the Fermi level `0`, and `0` above. -/
def fermiStep (e : ℝ) : ℝ := if e ≤ 0 then 1 else 0

/-- Golden-rule absorption at frequency `w` and zero temperature: `π` times the integral over
all energies of `ρ₁(e) ρ₂(e - w) (f(e - w) - f(e))`. -/
def absorption (ρ₁ ρ₂ : ℝ → ℝ) (w : ℝ) : ℝ :=
  π * ∫ e, ρ₁ e * ρ₂ (e - w) * (fermiStep (e - w) - fermiStep e)

/-- Static susceptibility: the derivative at `h = 0` of the charge added by filling the
density of states from `0` up to `h`. -/
def staticSusceptibility (ρ : ℝ → ℝ) : ℝ := deriv (fun h => ∫ e in (0 : ℝ)..h, ρ e) 0

/-- Lorentzian density of states of a resonant level at energy `ε` with width `Δ`. -/
def resonantLevel (ε Δ e : ℝ) : ℝ := (Δ / π) / ((e - ε) ^ 2 + Δ ^ 2)

/-- Phase shift at the Fermi level of a resonant level at energy `ε` with width `Δ`. -/
def phaseShift (ε Δ : ℝ) : ℝ := π / 2 - arctan (ε / Δ)

/-- Rescaling `e = w t`: the joint density is `w` times the integral of
`ρ₁(w t) ρ₂(w t - w)` over `t` from `0` to `1`. -/
theorem jointDensity_rescale (ρ₁ ρ₂ : ℝ → ℝ) (w : ℝ) :
    jointDensity ρ₁ ρ₂ w = w * ∫ t in (0 : ℝ)..1, ρ₁ (w * t) * ρ₂ (w * t - w) := by
  have h := intervalIntegral.smul_integral_comp_mul_left (a := 0) (b := 1)
    (f := fun e => ρ₁ e * ρ₂ (e - w)) (c := w)
  simp only [mul_zero, mul_one, smul_eq_mul] at h
  exact h.symm

/-- For two continuous densities of states, the joint density divided by `w` tends to the
product of the Fermi-level densities as `w` tends to `0` from either side. -/
theorem jointDensity_slope {ρ₁ ρ₂ : ℝ → ℝ} (h₁ : Continuous ρ₁) (h₂ : Continuous ρ₂) :
    Tendsto (fun w => jointDensity ρ₁ ρ₂ w / w) (𝓝[≠] 0) (𝓝 (ρ₁ 0 * ρ₂ 0)) := by
  have hu : Continuous (Function.uncurry fun w t : ℝ => ρ₁ (w * t) * ρ₂ (w * t - w)) := by
    show Continuous fun p : ℝ × ℝ => ρ₁ (p.1 * p.2) * ρ₂ (p.1 * p.2 - p.1)
    fun_prop
  -- the rescaled integral depends continuously on the frequency
  have hc : Continuous fun w : ℝ => ∫ t in (0 : ℝ)..1, ρ₁ (w * t) * ρ₂ (w * t - w) :=
    intervalIntegral.continuous_parametric_intervalIntegral_of_continuous' hu 0 1
  have h0 := hc.tendsto' 0 (ρ₁ 0 * ρ₂ 0) (by simp)
  -- away from zero it equals the ratio
  refine (h0.mono_left nhdsWithin_le_nhds).congr' ?_
  filter_upwards [self_mem_nhdsWithin] with w hw
  have hw' : w ≠ 0 := hw
  rw [jointDensity_rescale, mul_div_cancel_left₀ _ hw']

/-- For a continuous density of states, `(1/w) ∫₀^w ρ(e) ρ(e - w) de` tends to `ρ(0)²` as `w`
tends to `0` from above. -/
theorem jointDensity_slope_sq {ρ : ℝ → ℝ} (h : Continuous ρ) :
    Tendsto (fun w => jointDensity ρ ρ w / w) (𝓝[>] 0) (𝓝 (ρ 0 ^ 2)) := by
  rw [sq]
  exact (jointDensity_slope h h).mono_left
    (nhdsWithin_mono _ fun w hw => (Set.mem_Ioi.mp hw).ne')

/-- For `w ≥ 0` the golden-rule absorption equals `π` times the joint density. -/
theorem absorption_eq (ρ₁ ρ₂ : ℝ → ℝ) {w : ℝ} (hw : 0 ≤ w) :
    absorption ρ₁ ρ₂ w = π * jointDensity ρ₁ ρ₂ w := by
  -- the Fermi factors select the window (0, w]
  have key : (fun e => ρ₁ e * ρ₂ (e - w) * (fermiStep (e - w) - fermiStep e))
      = (Ioc 0 w).indicator fun e => ρ₁ e * ρ₂ (e - w) := by
    funext e
    unfold fermiStep
    by_cases h : e ∈ Ioc 0 w
    · have h1 : e - w ≤ 0 := by linarith [h.2]
      have h2 : ¬ e ≤ 0 := not_le.mpr h.1
      rw [Set.indicator_of_mem h, if_pos h1, if_neg h2]
      ring
    · rw [Set.indicator_of_notMem h]
      by_cases h2 : e ≤ 0
      · have h1 : e - w ≤ 0 := by linarith
        rw [if_pos h1, if_pos h2]
        ring
      · have h1 : ¬ e - w ≤ 0 := fun h1 => h ⟨not_le.mp h2, by linarith⟩
        rw [if_neg h1, if_neg h2]
        ring
  unfold absorption jointDensity
  rw [key, MeasureTheory.integral_indicator measurableSet_Ioc,
    intervalIntegral.integral_of_le hw]

/-- For a continuous density of states the static susceptibility is the Fermi-level density. -/
theorem staticSusceptibility_eq {ρ : ℝ → ℝ} (h : Continuous ρ) :
    staticSusceptibility ρ = ρ 0 :=
  (intervalIntegral.integral_hasDerivAt_right (h.intervalIntegrable _ _)
    (h.stronglyMeasurableAtFilter _ _) h.continuousAt).deriv

/-- Noninteracting Korringa-Shiba relation: for a continuous density of states, the absorption
divided by `w` tends to `π` times the squared static susceptibility as `w` tends to `0` from
above. -/
theorem korringa_shiba {ρ : ℝ → ℝ} (h : Continuous ρ) :
    Tendsto (fun w => absorption ρ ρ w / w) (𝓝[>] 0)
      (𝓝 (π * staticSusceptibility ρ ^ 2)) := by
  rw [staticSusceptibility_eq h]
  refine ((jointDensity_slope_sq h).const_mul π).congr' ?_
  filter_upwards [self_mem_nhdsWithin] with w hw
  rw [absorption_eq ρ ρ (Set.mem_Ioi.mp hw).le, mul_div_assoc]

/-- The Fermi-level density of a resonant level of width `Δ > 0` is `sin² δ / (π Δ)`, with `δ`
the phase shift. -/
theorem resonantLevel_fermi (ε : ℝ) {Δ : ℝ} (hΔ : 0 < Δ) :
    resonantLevel ε Δ 0 = sin (phaseShift ε Δ) ^ 2 / (π * Δ) := by
  have hΔ' : Δ ≠ 0 := hΔ.ne'
  have hπ : π ≠ 0 := Real.pi_ne_zero
  have hs : ε ^ 2 + Δ ^ 2 ≠ 0 := by positivity
  have hq : 1 + (ε / Δ) ^ 2 ≠ 0 := by positivity
  have h1 : 1 / (1 + (ε / Δ) ^ 2) = Δ ^ 2 / (ε ^ 2 + Δ ^ 2) := by
    rw [div_eq_div_iff hq hs]
    field_simp
    ring
  unfold resonantLevel phaseShift
  rw [Real.sin_pi_div_two_sub, Real.cos_sq_arctan, h1, zero_sub, neg_sq]
  field_simp

/-- For a resonant level of width `Δ > 0`, the absorption divided by `w` tends to
`sin⁴ δ / (π Δ²)` as `w` tends to `0` from above, with `δ` the phase shift. -/
theorem resonantLevel_slope (ε : ℝ) {Δ : ℝ} (hΔ : 0 < Δ) :
    Tendsto (fun w => absorption (resonantLevel ε Δ) (resonantLevel ε Δ) w / w) (𝓝[>] 0)
      (𝓝 (sin (phaseShift ε Δ) ^ 4 / (π * Δ ^ 2))) := by
  have hΔ' : Δ ≠ 0 := hΔ.ne'
  have hπ : π ≠ 0 := Real.pi_ne_zero
  have hc : Continuous (resonantLevel ε Δ) := by
    show Continuous fun e : ℝ => (Δ / π) / ((e - ε) ^ 2 + Δ ^ 2)
    exact Continuous.div continuous_const (by fun_prop)
      fun e => (by positivity : 0 < (e - ε) ^ 2 + Δ ^ 2).ne'
  have h := korringa_shiba hc
  rw [staticSusceptibility_eq hc, resonantLevel_fermi ε hΔ] at h
  have hv : sin (phaseShift ε Δ) ^ 4 / (π * Δ ^ 2)
      = π * (sin (phaseShift ε Δ) ^ 2 / (π * Δ)) ^ 2 := by
    field_simp
  rw [hv]
  exact h

/-- For the step density of states with its band edge at the Fermi level, the squared
Fermi-level density is `1` while the joint density vanishes for every `w ≥ 0`. -/
theorem bandEdge_counterexample :
    fermiStep 0 ^ 2 = 1 ∧ ∀ w, 0 ≤ w → jointDensity fermiStep fermiStep w = 0 := by
  refine ⟨by simp [fermiStep], fun w hw => ?_⟩
  unfold jointDensity
  rw [intervalIntegral.integral_of_le hw]
  -- there are no particle states above the Fermi level
  refine MeasureTheory.setIntegral_eq_zero_of_forall_eq_zero fun e he => ?_
  have h0 : fermiStep e = 0 := if_neg (not_le.mpr he.1)
  simp [h0]

end

end KorringaShiba
```

```lean
#print axioms KorringaShiba.korringa_shiba
#print axioms KorringaShiba.resonantLevel_slope
#print axioms KorringaShiba.bandEdge_counterexample
```

```
'KorringaShiba.korringa_shiba' depends on axioms: [propext, Classical.choice, Quot.sound]
'KorringaShiba.resonantLevel_slope' depends on axioms: [propext, Classical.choice, Quot.sound]
'KorringaShiba.bandEdge_counterexample' depends on axioms: [propext, Classical.choice, Quot.sound]
```

### Densities, limits and the two postulated definitions

Densities are functions `ℝ → ℝ`, with neither positivity nor normalisation assumed, and `Continuous ρ` means continuity on the whole line. A flat band with sharp edges is therefore outside the theorems as stated, although the limits still hold for it when the Fermi level lies inside the band, because small $w$ and small $h$ sample the density only near $0$. `jointDensity`, `absorption`, `fermiStep` and `staticSusceptibility` are $J$, $A$, $f$ and $\chi$. Two densities allow a spin-flip pair with different up and down spectra. The filter `𝓝[≠] 0` is $w\to0$ from either side with $w\neq0$, and `𝓝[>] 0` is $w\to0^+$. For $w<0$ the integral in $J$ is oriented, and the identification with absorption is stated for $w\ge0$ only.

In words, `jointDensity_slope` gives the two-sided limit $\rho_1(0)\rho_2(0)$, `jointDensity_slope_sq` the limit $\rho(0)^2$ for a single density, `korringa_shiba` the limit $\pi\chi^2$ of $A(w)/w$, and `resonantLevel_slope` the Lorentzian value.

Two pieces of physics enter as definitions. The formula for $A$ is the absorptive (imaginary) part of the local bare particle-hole bubble with unit matrix element, which is where the absence of interactions enters. The formula for $\chi$ assumes a rigid shift of one spin species' spectrum, which for the Lorentzian is the replacement $\varepsilon\to\varepsilon-h$, and $\chi$ is not obtained from $A$ through a dispersion relation. The relation of this name for an interacting impurity, a local Fermi liquid, concerns the full susceptibility, which interactions change, whereas here vertex corrections are absent and both sides equal $\pi\rho(0)^2$. The slope $\pi\rho(0)^2$ is therefore the zero-interaction, zero-temperature reference point for an impurity model's low-frequency absorption. Reading $\chi$ as the impurity's own static susceptibility is justified when a shift of the level moves its spectrum rigidly, as for the Lorentzian with energy-independent width; for a general spectrum the local static susceptibility, which is what the dispersion integral of $A$ gives, need not equal $\rho(0)$. Also, `phaseShift` is simply the arctangent formula: that $\delta/\pi$ is the level's occupation (the Friedel sum rule) is true for this Lorentzian but is not among the theorems.

### From the substitution to the limits

`jointDensity_rescale` is the substitution, taken from `intervalIntegral.smul_integral_comp_mul_left` and valid for every real $w$. In `jointDensity_slope`, `hu` is joint continuity of the integrand, `hc` continuity of $g$, and `h0` the limit $g(w)\to g(0)$. Then `congr'` replaces $g$ by $J/w$ away from zero, cancelling $w$. `jointDensity_slope_sq` restricts this to positive $w$ by `mono_left`. In `absorption_eq`, `key` is the three-case evaluation of the Fermi factors, producing the indicator of `Ioc 0 w`, the interval $(0,w]$. `staticSusceptibility_eq` is the fundamental theorem of calculus, and `korringa_shiba` multiplies the earlier limit by $\pi$. `resonantLevel_fermi` uses `Real.sin_pi_div_two_sub` and `Real.cos_sq_arctan` for the chain of equalities above, and `resonantLevel_slope` adds continuity, which follows because the denominator is positive for $\Delta>0$.

`bandEdge_counterexample` reuses the step as a density: states up to the Fermi level, none above. Then $\rho(0)^2=1$, while $\rho(e)=0$ on $(0,w]$ makes $J(w)=0$ for all $w\ge0$. The ratio is $0$ for $w>0$, so the limit $\rho(0)^2$ fails for this discontinuous density. This failure rests on the value $1$ assigned at the edge itself. A jump from $a>0$ below the Fermi level to $b>0$ above it, with $b\neq a$, gives $J(w)/w\to ab$, which is neither $a^2$ nor $b^2$.

### Numbers and a frequency-grid evaluation

For $\rho(e)=1+e$, which is negative below $e=-1$ and so models a density only near the Fermi level ($J(w)$ samples $\rho$ on $[-w,w]$ alone),
$$J(w)=\int_0^w\big[1+(2e-w)+e(e-w)\big]\,de=w-\frac{w^3}{6},$$
so $J/w=1-w^2/6\approx0.9983$ at $w=0.1$, against the limit $1$. For the resonant level with $\varepsilon=\Delta=1$, $\delta=\pi/4$, $\rho(0)=1/(2\pi)$, and the slope is $1/(4\pi)\approx0.0796$.

In a real-frequency impurity code the absorptive part of the local noninteracting bubble can be evaluated as this integral on an energy grid, and $A(w)/w$ at small $w$ can be compared with $\pi\rho(0)^2$. Evaluating $g(w)$ by quadrature in $t$ keeps the number of nodes fixed as the window shrinks, whereas a fixed energy grid eventually has no points inside $(0,w]$. A single midpoint node at $w=0.2$ for the level above gives $\pi\rho(0.1)\rho(-0.1)=1/(\pi\cdot1.81\cdot2.21)\approx0.0796$, while the full integral gives $A(0.2)/0.2\approx0.0801$; that the one-node value agrees with the limit to this accuracy is an accident of $\varepsilon=\Delta$. A discrete spectrum of delta peaks meets the continuity hypothesis only after broadening.
